# Spin instability of a closed-shell lattice determinant from the curvature of an opposite orbital rotation

Two electrons of opposite spin share the bonding orbital of a stretched bond. Hopping favours sharing, while on-site repulsion $U$ favours one electron per site. When does a closed-shell determinant lower its energy by polarizing?

On a finite lattice with sites $x$ and one-body matrix $h$, let $P$ and $Q$ be the spin-up and spin-down density matrices, with energy

$$E(P,Q)=\mathrm{tr}(hP)+\mathrm{tr}(hQ)+U\sum_x P_{xx}Q_{xx}.$$

Start from $Q=P$ and replace an occupied orbital $u$ by $w=cu+sv$, where $v$ is virtual, $s=\sin\theta$ and $c=\cos\theta$. Spin down gets $-\theta$. Expanding $w_x^2$ gives the occupation $P_{xx}+s^2(v_x^2-u_x^2)+2sc\,u_xv_x$, which is `rotated_diag`.

In Lean 4 with Mathlib:

```lean
import Mathlib

open Matrix

namespace SpinSymmetryBreaking

noncomputable section

variable {n : Type*}

/-- The density matrix `P` with orbital `u` replaced by `cos θ u + sin θ v`. -/
def rotated (P : Matrix n n ℝ) (u v : n → ℝ) (θ : ℝ) : Matrix n n ℝ :=
  P - vecMulVec u u +
    vecMulVec (Real.cos θ • u + Real.sin θ • v) (Real.cos θ • u + Real.sin θ • v)

/-- The site occupations after an orbital rotation. -/
theorem rotated_diag (P : Matrix n n ℝ) (u v : n → ℝ) (θ : ℝ) (x : n) :
    rotated P u v θ x x = P x x + Real.sin θ ^ 2 * (v x ^ 2 - u x ^ 2)
      + 2 * Real.sin θ * Real.cos θ * (u x * v x) := by
  simp only [rotated, Matrix.add_apply, Matrix.sub_apply, vecMulVec_apply, Pi.add_apply,
    Pi.smul_apply, smul_eq_mul]
  linear_combination (u x) ^ 2 * Real.sin_sq_add_cos_sq θ
```

## $P$ is a projector, $u$ occupied, $v$ virtual

`IsProjector` describes one spin of a determinant with real orbitals. That `energy` is the Hubbard expectation value in such a determinant is taken as the model, not derived.

Take $u$ and $v$ normalized. Since $P$ is symmetric, $Pu=u$ and $Pv=0$ give $u\cdot v=0$, so $w$ is normalized. The remainder $A=P-uu^T$ is a projector with $Aw=0$, so $A+ww^T$ is a projector with the trace of $P$. `rotated_isProjector` follows these steps. If $v$ were another occupied orbital, $\theta=\pi/2$ would put two equal-spin electrons in it.

`trace_mul_rotated` expands $w\cdot hw$: the one-body energy changes by $s^2(v\cdot hv-u\cdot hu)+sc(v\cdot hu+u\cdot hv)$.

```lean
variable [Fintype n]

/-- A real symmetric projector, the one-spin density matrix of a determinant. -/
structure IsProjector (P : Matrix n n ℝ) : Prop where
  symm : Pᵀ = P
  idem : P * P = P

/-- The mean-field energy `tr(hP) + tr(hQ) + U ∑ P_xx Q_xx` of spin densities `P` and `Q`. -/
def energy (h : Matrix n n ℝ) (U : ℝ) (P Q : Matrix n n ℝ) : ℝ :=
  trace (h * P) + trace (h * Q) + U * ∑ x, P x x * Q x x

/-- The energy when `u` is rotated into `v` by `θ` for spin up and by `-θ` for spin down. -/
def polarizedEnergy (h : Matrix n n ℝ) (U : ℝ) (P : Matrix n n ℝ) (u v : n → ℝ) (θ : ℝ) : ℝ :=
  energy h U (rotated P u v θ) (rotated P u v (-θ))

/-- The one-body energy after an orbital rotation. -/
theorem trace_mul_rotated (h P : Matrix n n ℝ) (u v : n → ℝ) (θ : ℝ) :
    trace (h * rotated P u v θ) = trace (h * P)
      + Real.sin θ ^ 2 * (v ⬝ᵥ h *ᵥ v - u ⬝ᵥ h *ᵥ u)
      + Real.sin θ * Real.cos θ * (v ⬝ᵥ h *ᵥ u + u ⬝ᵥ h *ᵥ v) := by
  have ht : ∀ a : n → ℝ, trace (h * vecMulVec a a) = a ⬝ᵥ h *ᵥ a := by
    intro a
    simp only [trace, diag_apply, Matrix.mul_apply, vecMulVec_apply, dotProduct, mulVec,
      Finset.mul_sum]
    exact Finset.sum_congr rfl fun x _ => Finset.sum_congr rfl fun y _ => by ring
  rw [rotated, Matrix.mul_add, Matrix.mul_sub, trace_add, trace_sub, ht, ht]
  simp only [mulVec_add, mulVec_smul, add_dotProduct, dotProduct_add, smul_dotProduct,
    dotProduct_smul, smul_eq_mul]
  linear_combination (u ⬝ᵥ h *ᵥ u) * Real.sin_sq_add_cos_sq θ

/-- Rotating a normalized occupied orbital into a normalized virtual one gives again a
projector, with the same particle number. -/
theorem rotated_isProjector {P : Matrix n n ℝ} {u v : n → ℝ} (hP : IsProjector P)
    (hu : P *ᵥ u = u) (hv : P *ᵥ v = 0) (hu1 : u ⬝ᵥ u = 1) (hv1 : v ⬝ᵥ v = 1) (θ : ℝ) :
    IsProjector (rotated P u v θ) ∧ trace (rotated P u v θ) = trace P := by
  have hl : u ᵥ* P = u := by rw [← mulVec_transpose, hP.symm, hu]
  have huv : u ⬝ᵥ v = 0 := by
    rw [← hl, ← dotProduct_mulVec, hv, dotProduct_zero]
  have hvu : v ⬝ᵥ u = 0 := by rw [dotProduct_comm, huv]
  have ho : ∀ (M : Matrix n n ℝ) (a b : n → ℝ),
      M * vecMulVec a b = vecMulVec (M *ᵥ a) b := by
    intro M a b
    ext x y
    simp only [Matrix.mul_apply, vecMulVec_apply, mulVec, dotProduct, Finset.sum_mul, mul_assoc]
  have ha : ∀ a b : n → ℝ, vecMulVec a a *ᵥ b = (a ⬝ᵥ b) • a := by
    intro a b
    ext x
    simp only [mulVec, dotProduct, vecMulVec_apply, Pi.smul_apply, smul_eq_mul, Finset.sum_mul]
    exact Finset.sum_congr rfl fun y _ => by ring
  have hT : ∀ a : n → ℝ, (vecMulVec a a)ᵀ = vecMulVec a a := by
    intro a
    ext x y
    exact mul_comm (a y) (a x)
  have htr : ∀ a : n → ℝ, trace (vecMulVec a a) = a ⬝ᵥ a := fun _ => rfl
  obtain ⟨w, hwd⟩ : ∃ w, w = Real.cos θ • u + Real.sin θ • v := ⟨_, rfl⟩
  have hR : rotated P u v θ = (P - vecMulVec u u) + vecMulVec w w := by rw [hwd]; rfl
  have hw : w ⬝ᵥ w = 1 := by
    rw [hwd]
    simp only [add_dotProduct, dotProduct_add, smul_dotProduct, dotProduct_smul, smul_eq_mul,
      hu1, hv1, huv, hvu]
    linear_combination Real.sin_sq_add_cos_sq θ
  -- the remaining occupied space is orthogonal to the rotated orbital
  have hAu : (P - vecMulVec u u) *ᵥ u = 0 := by
    rw [sub_mulVec, hu, ha, hu1, one_smul, sub_self]
  have hAv : (P - vecMulVec u u) *ᵥ v = 0 := by
    rw [sub_mulVec, hv, ha, huv, zero_smul, sub_zero]
  have hAw : (P - vecMulVec u u) *ᵥ w = 0 := by
    rw [hwd, mulVec_add, mulVec_smul, mulVec_smul, hAu, hAv, smul_zero, smul_zero, add_zero]
  have hz : ∀ b : n → ℝ, vecMulVec (0 : n → ℝ) b = 0 := by
    intro b
    ext x y
    simp [vecMulVec_apply]
  have hAT : (P - vecMulVec u u)ᵀ = P - vecMulVec u u := by rw [transpose_sub, hP.symm, hT]
  have hAW : (P - vecMulVec u u) * vecMulVec w w = 0 := by rw [ho, hAw, hz]
  have hWA : vecMulVec w w * (P - vecMulVec u u) = 0 := by
    have := congrArg transpose hAW
    rwa [transpose_mul, hT, hAT, transpose_zero] at this
  have huP : vecMulVec u u * P = vecMulVec u u := by
    have := congrArg transpose (ho P u u)
    rwa [transpose_mul, hP.symm, hT, hu, hT] at this
  have hAA : (P - vecMulVec u u) * (P - vecMulVec u u) = P - vecMulVec u u := by
    rw [Matrix.mul_sub, ho, hAu, hz, sub_zero, Matrix.sub_mul, hP.idem, huP]
  have hWW : vecMulVec w w * vecMulVec w w = vecMulVec w w := by rw [ho, ha, hw, one_smul]
  rw [hR]
  refine ⟨⟨by rw [transpose_add, hAT, hT], ?_⟩, ?_⟩
  · rw [Matrix.add_mul, Matrix.mul_add, Matrix.mul_add, hAA, hAW, hWA, hWW, add_zero, zero_add]
  · rw [trace_add, trace_sub, htr, htr, hu1, hw]
    ring
```

## $P$ commutes with $F$

Self-consistency means that $P$ commutes with $F=h+U\,\mathrm{diag}(P_{xx})$, called `fock`. Then $v\cdot Fu=v\cdot FPu=v\cdot PFu=0$, and likewise $u\cdot Fv=0$. Rotating one spin changes the energy by $s^2(v\cdot Fv-u\cdot Fu)+sc(v\cdot Fu+u\cdot Fv)$, so its slope vanishes at $\theta=0$. Without commutation that slope can be non-zero.

Only `brillouin` uses this hypothesis. The opposite rotation has zero slope anyway, because exchanging the spins reverses $\theta$.

```lean
variable [DecidableEq n]

/-- The mean-field Hamiltonian `F = h + U diag(P_xx)`. -/
def fock (h : Matrix n n ℝ) (U : ℝ) (P : Matrix n n ℝ) : Matrix n n ℝ :=
  h + diagonal (fun x => U * P x x)

/-- A matrix element of `F` is that of `h` plus the interaction with the density. -/
theorem fock_element (h : Matrix n n ℝ) (U : ℝ) (P : Matrix n n ℝ) (a b : n → ℝ) :
    a ⬝ᵥ fock h U P *ᵥ b = a ⬝ᵥ h *ᵥ b + U * ∑ x, P x x * (a x * b x) := by
  rw [fock, add_mulVec, dotProduct_add]
  congr 1
  simp only [dotProduct, mulVec_diagonal, Finset.mul_sum]
  exact Finset.sum_congr rfl fun x _ => by ring

/-- Brillouin condition: if the symmetric matrix `P` commutes with `F`, rotating an occupied
orbital into a virtual one in a single spin leaves the energy stationary. -/
theorem brillouin {h P : Matrix n n ℝ} {U : ℝ} {u v : n → ℝ} (hP : Pᵀ = P)
    (hc : P * fock h U P = fock h U P * P) (hu : P *ᵥ u = u) (hv : P *ᵥ v = 0) :
    HasDerivAt (fun θ => energy h U (rotated P u v θ) P) 0 0 := by
  have hul : u ᵥ* P = u := by rw [← mulVec_transpose, hP, hu]
  have hvl : v ᵥ* P = 0 := by rw [← mulVec_transpose, hP, hv]
  -- F does not couple occupied and virtual orbitals
  have h1 : v ⬝ᵥ fock h U P *ᵥ u = 0 := by
    have e : fock h U P *ᵥ u = P *ᵥ (fock h U P *ᵥ u) := by
      rw [mulVec_mulVec, hc, ← mulVec_mulVec, hu]
    rw [e, dotProduct_mulVec, hvl, zero_dotProduct]
  have h2 : u ⬝ᵥ fock h U P *ᵥ v = 0 := by
    rw [← hul, ← dotProduct_mulVec, mulVec_mulVec, hc, ← mulVec_mulVec, hv, mulVec_zero,
      dotProduct_zero]
  rw [fock_element] at h1 h2
  have hs : ∑ x, P x x * (v x * u x) = ∑ x, P x x * (u x * v x) :=
    Finset.sum_congr rfl fun x _ => by ring
  rw [hs] at h1
  have hE : (fun θ => energy h U (rotated P u v θ) P) = fun θ => energy h U P P +
      (v ⬝ᵥ h *ᵥ v - u ⬝ᵥ h *ᵥ u + U * ∑ x, P x x * (v x ^ 2 - u x ^ 2)) *
        (Real.sin θ * Real.sin θ) := by
    funext θ
    have hsum : ∑ x, rotated P u v θ x x * P x x = ∑ x, P x x * P x x
        + Real.sin θ ^ 2 * ∑ x, P x x * (v x ^ 2 - u x ^ 2)
        + 2 * Real.sin θ * Real.cos θ * ∑ x, P x x * (u x * v x) := by
      simp only [Finset.mul_sum, ← Finset.sum_add_distrib, rotated_diag]
      exact Finset.sum_congr rfl fun x _ => by ring
    unfold energy
    rw [trace_mul_rotated]
    linear_combination U * hsum + Real.sin θ * Real.cos θ * (h1 + h2)
  rw [hE]
  have hd := Real.hasDerivAt_sin 0
  refine (((hd.fun_mul hd).const_mul _).const_add _).congr_deriv ?_
  simp only [Real.sin_zero]
  ring
```

## $u$ and $v$ are normalized eigenvectors of $F$

This supplies the orbital energies $e_u=u\cdot Fu$ and $e_v=v\cdot Fv$ (`eu`, `ev`). In the product of the two spins' occupations, terms linear in $sc$ cancel:

$$\begin{aligned}E(\theta)=E(0)&+2(e_v-e_u)s^2+UDs^4-4USs^2c^2,\\ D&=\sum_x(v_x^2-u_x^2)^2,\quad S=\sum_x u_x^2v_x^2.\end{aligned}$$

At small angle $E(\theta)=E(0)+[2(e_v-e_u)-4US]\theta^2+O(\theta^4)$, hence

$$E'(0)=0,\qquad E''(0)=4(e_v-e_u)-8US.$$

`polarizedEnergy_curvature` differentiates the exact formula twice. For orbitals that are not eigenvectors, the same algebra has $v\cdot Fv-u\cdot Fu$ in place of the gap.

```lean
/-- The exact energy at every angle of the opposite rotation, for normalized eigenvectors
`u` and `v` of `F`. -/
theorem polarizedEnergy_eq {h P : Matrix n n ℝ} {U eu ev : ℝ} {u v : n → ℝ}
    (hu1 : u ⬝ᵥ u = 1) (hv1 : v ⬝ᵥ v = 1)
    (hFu : fock h U P *ᵥ u = eu • u) (hFv : fock h U P *ᵥ v = ev • v) (θ : ℝ) :
    polarizedEnergy h U P u v θ = energy h U P P + 2 * (ev - eu) * Real.sin θ ^ 2
      + U * (∑ x, (v x ^ 2 - u x ^ 2) ^ 2) * Real.sin θ ^ 4
      - 4 * U * (∑ x, u x ^ 2 * v x ^ 2) * (Real.sin θ ^ 2 * Real.cos θ ^ 2) := by
  have h1 := fock_element h U P u u
  have h2 := fock_element h U P v v
  rw [hFu, dotProduct_smul, hu1, smul_eq_mul, mul_one] at h1
  rw [hFv, dotProduct_smul, hv1, smul_eq_mul, mul_one] at h2
  have hsum : ∑ x, rotated P u v θ x x * rotated P u v (-θ) x x = ∑ x, P x x * P x x
      + 2 * Real.sin θ ^ 2 * ∑ x, P x x * (v x * v x)
      - 2 * Real.sin θ ^ 2 * ∑ x, P x x * (u x * u x)
      + Real.sin θ ^ 4 * ∑ x, (v x ^ 2 - u x ^ 2) ^ 2
      - 4 * (Real.sin θ ^ 2 * Real.cos θ ^ 2) * ∑ x, u x ^ 2 * v x ^ 2 := by
    simp only [Finset.mul_sum, ← Finset.sum_add_distrib, ← Finset.sum_sub_distrib,
      rotated_diag, Real.sin_neg, Real.cos_neg]
    exact Finset.sum_congr rfl fun x _ => by ring
  unfold polarizedEnergy energy
  rw [trace_mul_rotated, trace_mul_rotated, Real.sin_neg, Real.cos_neg]
  linear_combination U * hsum + 2 * Real.sin θ ^ 2 * (h1 - h2)

/-- For normalized eigenvectors of `F`, the opposite rotation has zero slope and curvature
`4 (e_v - e_u) - 8 U ∑ u_x² v_x²` at zero angle. -/
theorem polarizedEnergy_curvature {h P : Matrix n n ℝ} {U eu ev : ℝ} {u v : n → ℝ}
    (hu1 : u ⬝ᵥ u = 1) (hv1 : v ⬝ᵥ v = 1)
    (hFu : fock h U P *ᵥ u = eu • u) (hFv : fock h U P *ᵥ v = ev • v) :
    ∃ E' : ℝ → ℝ, (∀ θ, HasDerivAt (polarizedEnergy h U P u v) (E' θ) θ) ∧ E' 0 = 0 ∧
      HasDerivAt E' (4 * (ev - eu) - 8 * U * ∑ x, u x ^ 2 * v x ^ 2) 0 := by
  obtain ⟨A, hA⟩ : ∃ A, A = ∑ x, (v x ^ 2 - u x ^ 2) ^ 2 := ⟨_, rfl⟩
  obtain ⟨B, hB⟩ : ∃ B, B = ∑ x, u x ^ 2 * v x ^ 2 := ⟨_, rfl⟩
  have hE : polarizedEnergy h U P u v = fun θ => energy h U P P
      + 2 * (ev - eu) * (Real.sin θ * Real.sin θ)
      + U * A * ((Real.sin θ * Real.sin θ) * (Real.sin θ * Real.sin θ))
      - 4 * U * B * ((Real.sin θ * Real.cos θ) * (Real.sin θ * Real.cos θ)) := by
    funext θ
    rw [polarizedEnergy_eq hu1 hv1 hFu hFv, ← hA, ← hB]
    ring
  rw [hE, ← hB]
  refine ⟨fun θ => 4 * (ev - eu) * (Real.sin θ * Real.cos θ)
      + 4 * U * A * ((Real.sin θ * Real.sin θ) * (Real.sin θ * Real.cos θ))
      - 8 * U * B * ((Real.sin θ * Real.cos θ) *
        (Real.cos θ * Real.cos θ - Real.sin θ * Real.sin θ)), fun θ => ?_, by simp, ?_⟩
  · have hs := Real.hasDerivAt_sin θ
    have hss := hs.fun_mul hs
    have hsc := hs.fun_mul (Real.hasDerivAt_cos θ)
    refine ((((hss.const_mul (2 * (ev - eu))).const_add (energy h U P P)).fun_add
      ((hss.fun_mul hss).const_mul (U * A))).fun_sub
      ((hsc.fun_mul hsc).const_mul (4 * U * B))).congr_deriv ?_
    ring
  · have hs := Real.hasDerivAt_sin 0
    have hc := Real.hasDerivAt_cos 0
    have hss := hs.fun_mul hs
    have hsc := hs.fun_mul hc
    refine (((hsc.const_mul (4 * (ev - eu))).fun_add
      ((hss.fun_mul hsc).const_mul (4 * U * A))).fun_sub
      ((hsc.fun_mul ((hc.fun_mul hc).fun_sub hss)).const_mul (8 * U * B))).congr_deriv ?_
    simp only [Real.sin_zero, Real.cos_zero]
    ring
```

## Negative curvature and $e_u\le e_v$

Factoring gives

$$E(\theta)-E(0)=s^2\left[2(e_v-e_u)-4US+(UD+4US)s^2\right].$$

The bracket is negative at $\theta=0$ and, by continuity, at some small $\theta>0$; `spin_instability` chooses such an angle.

The spin density is $4sc\,u_xv_x$. If it vanished everywhere, $S=0$ and the curvature would be $4(e_v-e_u)\ge0$, a contradiction. With $e_v<e_u$ and orbitals sharing no site, the energy can fall without polarization.

In unrestricted Hartree–Fock for this on-site model, negative curvature shows that the closed shell is not a minimum; a positive value for one orbital pair does not establish stability.

```lean
/-- Spin instability: for a projector `P`, let `u` (occupied) and `v` (virtual) be normalized
eigenvectors of `F` with `e_u ≤ e_v`. If the curvature is negative, an opposite rotation gives a
determinant with the same particle numbers, a non-zero spin density on some site, and lower
energy. -/
theorem spin_instability {h P : Matrix n n ℝ} {U eu ev : ℝ} {u v : n → ℝ}
    (hP : IsProjector P) (hu : P *ᵥ u = u) (hv : P *ᵥ v = 0)
    (hu1 : u ⬝ᵥ u = 1) (hv1 : v ⬝ᵥ v = 1)
    (hFu : fock h U P *ᵥ u = eu • u) (hFv : fock h U P *ᵥ v = ev • v) (hgap : eu ≤ ev)
    (hneg : 4 * (ev - eu) - 8 * U * ∑ x, u x ^ 2 * v x ^ 2 < 0) :
    ∃ θ : ℝ, (IsProjector (rotated P u v θ) ∧ trace (rotated P u v θ) = trace P) ∧
      (IsProjector (rotated P u v (-θ)) ∧ trace (rotated P u v (-θ)) = trace P) ∧
      (∃ x, rotated P u v θ x x ≠ rotated P u v (-θ) x x) ∧
      polarizedEnergy h U P u v θ < energy h U P P := by
  -- the two orbitals overlap on some site
  have hx : ∃ x, u x * v x ≠ 0 := by
    by_contra hno
    have h0 : ∑ x, u x ^ 2 * v x ^ 2 = 0 := by
      refine Finset.sum_eq_zero fun x _ => ?_
      have hx0 : u x * v x = 0 := by
        by_contra hne
        exact hno ⟨x, hne⟩
      rw [← mul_pow, hx0]
      norm_num
    rw [h0] at hneg
    linarith
  have hform := polarizedEnergy_eq hu1 hv1 hFu hFv
  generalize (∑ x, u x ^ 2 * v x ^ 2) = B at hneg hform
  generalize (∑ x, (v x ^ 2 - u x ^ 2) ^ 2) = A at hform
  -- the energy change divided by sin² stays negative near zero angle
  have hcont : Continuous fun θ : ℝ =>
      2 * (ev - eu) - 4 * U * B + (U * A + 4 * U * B) * Real.sin θ ^ 2 := by fun_prop
  have hmem : (0 : ℝ) ∈ {θ : ℝ |
      2 * (ev - eu) - 4 * U * B + (U * A + 4 * U * B) * Real.sin θ ^ 2 < 0} := by
    rw [Set.mem_ofPred_eq, Real.sin_zero]
    linarith
  obtain ⟨ε, hε, hball⟩ :=
    Metric.mem_nhds_iff.mp ((isOpen_lt hcont continuous_const).mem_nhds hmem)
  have hpos : 0 < min (ε / 2) 1 := lt_min (by linarith) one_pos
  have hle : min (ε / 2) 1 ≤ ε / 2 := min_le_left _ _
  have hle1 : min (ε / 2) 1 ≤ 1 := min_le_right _ _
  generalize min (ε / 2) 1 = θ at hpos hle hle1
  have hθ : 2 * (ev - eu) - 4 * U * B + (U * A + 4 * U * B) * Real.sin θ ^ 2 < 0 := by
    apply hball
    rw [Metric.mem_ball, Real.dist_eq, sub_zero, abs_of_pos hpos]
    linarith
  have hpi := Real.pi_gt_three
  have hs : 0 < Real.sin θ := Real.sin_pos_of_pos_of_lt_pi hpos (by linarith)
  have hc : 0 < Real.cos θ := Real.cos_pos_of_mem_Ioo ⟨by linarith, by linarith⟩
  refine ⟨θ, rotated_isProjector hP hu hv hu1 hv1 θ,
    rotated_isProjector hP hu hv hu1 hv1 (-θ), ?_, ?_⟩
  · obtain ⟨x, hx⟩ := hx
    refine ⟨x, fun heq => ?_⟩
    rw [rotated_diag, rotated_diag, Real.sin_neg, Real.cos_neg] at heq
    have h0 : (Real.sin θ * Real.cos θ) * (u x * v x) = 0 := by linarith
    exact mul_ne_zero (mul_pos hs hc).ne' hx h0
  · rw [hform, Real.cos_sq']
    have := mul_neg_of_pos_of_neg (pow_pos hs 2) hθ
    nlinarith [this]
```

## Non-negative hopping in the dimer

For two sites with hopping $t$, `dimer_witness` verifies the hypotheses on $P$, $u$ and $v$ and gives the gap $2t$. Summing over the two sites gives $S=1/2$ and $D=0$. Thus

$$E(\theta)-E(0)=2s^2\left[2ts^2+(2t-U)c^2\right].$$

For $t\ge0$ this is never negative if $U\le2t$; if $U>2t$, the curvature $8t-4U$ is negative. This proves `dimer_instability_iff`. For $t<0$ the filled orbital is the upper one, and $\theta=\pi/2$ lowers the energy for every $U$.

Take $t=1$, $U=4$. The curvature is $-8$ and $E(0)=-2+2=0$. At $\theta=30^\circ$ the spin-up occupations are $1/2\pm\sqrt3/4\approx0.933,\,0.067$, reversed for spin down. The one-body energy is $-1$ and the repulsion $1/2$, so the total falls to $-1/2$. The polarization belongs to the single determinant: the exact two-electron ground state is a singlet with no spin density, at energy $2-2\sqrt2\approx-0.83$.

```lean
/-- Hopping matrix of the two-site Hubbard model. -/
def dimerHop (t : ℝ) : Matrix (Fin 2) (Fin 2) ℝ := !![0, -t; -t, 0]

/-- One-spin density matrix with the bonding orbital of the dimer filled. -/
def dimerP : Matrix (Fin 2) (Fin 2) ℝ := !![1 / 2, 1 / 2; 1 / 2, 1 / 2]

/-- The bonding orbital of the dimer. -/
def bonding : Fin 2 → ℝ := ![Real.sqrt (1 / 2), Real.sqrt (1 / 2)]

/-- The antibonding orbital of the dimer. -/
def antibonding : Fin 2 → ℝ := ![Real.sqrt (1 / 2), -Real.sqrt (1 / 2)]

/-- The Hubbard dimer has a projector commuting with `F`, and normalized occupied and virtual
eigenvectors with energies `U/2 - t` and `U/2 + t`. -/
theorem dimer_witness (t U : ℝ) :
    IsProjector dimerP ∧
      dimerP * fock (dimerHop t) U dimerP = fock (dimerHop t) U dimerP * dimerP ∧
      dimerP *ᵥ bonding = bonding ∧ dimerP *ᵥ antibonding = 0 ∧
      bonding ⬝ᵥ bonding = 1 ∧ antibonding ⬝ᵥ antibonding = 1 ∧
      fock (dimerHop t) U dimerP *ᵥ bonding = (U / 2 - t) • bonding ∧
      fock (dimerHop t) U dimerP *ᵥ antibonding = (U / 2 + t) • antibonding := by
  have hr : Real.sqrt (1 / 2) * Real.sqrt (1 / 2) = 1 / 2 :=
    Real.mul_self_sqrt (by norm_num)
  have hF : fock (dimerHop t) U dimerP = !![U / 2, -t; -t, U / 2] := by
    ext i j
    fin_cases i <;> fin_cases j <;> simp [fock, dimerHop, dimerP] <;> ring
  rw [hF]
  unfold bonding antibonding dimerP
  generalize Real.sqrt (1 / 2) = r at hr ⊢
  refine ⟨⟨?_, ?_⟩, ?_, ?_, ?_, ?_, ?_, ?_, ?_⟩
  · ext i j
    fin_cases i <;> fin_cases j <;> rfl
  · ext i j
    fin_cases i <;> fin_cases j <;> simp [Matrix.mul_apply, Fin.sum_univ_two] <;> ring
  · ext i j
    fin_cases i <;> fin_cases j <;> simp [Matrix.mul_apply, Fin.sum_univ_two] <;> ring
  · ext i
    fin_cases i <;> simp [mulVec, dotProduct, Fin.sum_univ_two] <;> ring
  · ext i
    fin_cases i <;> simp [mulVec, dotProduct, Fin.sum_univ_two]
  · simp [dotProduct, Fin.sum_univ_two]
    linarith
  · simp [dotProduct, Fin.sum_univ_two]
    linarith
  · ext i
    fin_cases i <;> simp [mulVec, dotProduct, Fin.sum_univ_two] <;> ring
  · ext i
    fin_cases i <;> simp [mulVec, dotProduct, Fin.sum_univ_two] <;> ring

/-- In the Hubbard dimer with `t ≥ 0`, some opposite rotation of the bonding into the
antibonding orbital lowers the energy exactly when `U > 2t`. -/
theorem dimer_instability_iff {t U : ℝ} (ht : 0 ≤ t) :
    (∃ θ, polarizedEnergy (dimerHop t) U dimerP bonding antibonding θ
      < energy (dimerHop t) U dimerP dimerP) ↔ 2 * t < U := by
  obtain ⟨hP, -, hu, hv, hu1, hv1, hFu, hFv⟩ := dimer_witness t U
  have hr : Real.sqrt (1 / 2) ^ 2 = 1 / 2 := Real.sq_sqrt (by norm_num)
  have hB : ∑ x, bonding x ^ 2 * antibonding x ^ 2 = 1 / 2 := by
    unfold bonding antibonding
    generalize Real.sqrt (1 / 2) = r at hr ⊢
    norm_num [Fin.sum_univ_two, hr]
  have hA : ∑ x, (antibonding x ^ 2 - bonding x ^ 2) ^ 2 = 0 := by
    unfold bonding antibonding
    generalize Real.sqrt (1 / 2) = r at hr ⊢
    norm_num [Fin.sum_univ_two, hr]
  constructor
  · rintro ⟨θ, hθ⟩
    rw [polarizedEnergy_eq hu1 hv1 hFu hFv, hA, hB] at hθ
    by_contra hU
    have hU' : 0 ≤ 2 * t - U := by linarith
    -- the energy change is a sum of non-negative terms when U ≤ 2t
    have h1 : 0 ≤ 2 * t * Real.sin θ ^ 2 + (2 * t - U) * Real.cos θ ^ 2 := by positivity
    have h2 := mul_nonneg (sq_nonneg (Real.sin θ)) h1
    rw [Real.cos_sq'] at h2 hθ
    nlinarith [h2, hθ]
  · intro hU
    obtain ⟨θ, -, -, -, hθ⟩ := spin_instability hP hu hv hu1 hv1 hFu hFv (by linarith)
      (by rw [hB]; linarith)
    exact ⟨θ, hθ⟩

end

end SpinSymmetryBreaking
```

```lean
#print axioms SpinSymmetryBreaking.brillouin
#print axioms SpinSymmetryBreaking.polarizedEnergy_curvature
#print axioms SpinSymmetryBreaking.spin_instability
#print axioms SpinSymmetryBreaking.dimer_instability_iff
```

```
'SpinSymmetryBreaking.brillouin' depends on axioms: [propext, Classical.choice, Quot.sound]
'SpinSymmetryBreaking.polarizedEnergy_curvature' depends on axioms: [propext, Classical.choice, Quot.sound]
'SpinSymmetryBreaking.spin_instability' depends on axioms: [propext, Classical.choice, Quot.sound]
'SpinSymmetryBreaking.dimer_instability_iff' depends on axioms: [propext, Classical.choice, Quot.sound]
```
